# The geometric-mean frequency scale maximises the smaller focal sum of two mapped dispersion poles

A pole of the integrand is represented here by an equation: it is a complex frequency $w$ with $w^2+a^2=0$ and $a>0$. Both $w=ia$ and $w=-ia$ satisfy it, so one statement serves for both signs. The equation comes from the one-oscillator model of an atom, whose polarizability at the imaginary frequency $iw$, with $w$ real, is proportional to $a^2/(a^2+w^2)$, where $a$ is the atom's effective excitation frequency. For short, the variable $w$ itself is called the frequency below. The dispersion coefficient of two such atoms is, up to a constant, the integral over $w>0$ of the product of their polarizabilities.

## Mapping the half-line and its poles

Choose a scale $w_0>0$ and substitute

$$w=w_0\frac{1+t}{1-t},\qquad \frac{dw}{dt}=\frac{w_0(1-t)+w_0(1+t)}{(1-t)^2}=\frac{2w_0}{(1-t)^2}.$$

The map increases from $0$ to $\infty$ on $(-1,1)$, so for integrable $f$

$$\int_0^\infty f(w)\,dw=\int_{-1}^{1} f\!\left(w_0\frac{1+t}{1-t}\right)\frac{2w_0}{(1-t)^2}\,dt .$$

The inverse map is $t=(w-w_0)/(w+w_0)$. At $w=\pm ia$ both $|w-w_0|$ and $|w+w_0|$ equal $\sqrt{a^2+w_0^2}$, hence $|t|=1$. Moreover

$$t-1=\frac{-2w_0}{w+w_0},\qquad t+1=\frac{2w}{w+w_0},$$

so the sum of the distances from $t$ to $\pm1$, its focal sum, is $R(a,w_0)$, where

$$R(x,y)=\frac{2(x+y)}{\sqrt{x^2+y^2}},\qquad R(x,y)^2=4+\frac{8xy}{x^2+y^2}.$$

The focal sum labels the ellipse with foci $\pm1$ on which the pole lies. By the classical convergence theory of Gauss–Legendre quadrature, which the theorems below do not touch, a larger ellipse free of singularities gives a faster geometric decay of the error bound. In the one-oscillator model, this is the reason to want a large focal sum.

## The best scale for one pole and for two

Since $2aw_0\le a^2+w_0^2$, with equality only for $w_0=a$, we get $R(a,w_0)\le R(1,1)=2\sqrt2$, with equality exactly when $w_0=a$.

For two atoms with frequencies $a=p^2$ and $b=q^2$, where $p,q>0$, the nearer pole matters. Compare each focal sum with $R(p,q)$. By the formula for $R^2$, the inequality $R(p^2,w_0)<R(p,q)$ holds exactly when

$$pq(p^4+w_0^2)-p^2w_0(p^2+q^2)=p\,(w_0-pq)(qw_0-p^3)>0 .$$

For the other atom the condition is $q\,(w_0-pq)(pw_0-q^3)>0$.

- If $w_0<pq$ and $p\le q$, then $pw_0<p^2q\le q^3$, and the second product is positive.
- If $w_0<pq$ and $q\le p$, then $qw_0<pq^2\le p^3$, and the first is positive.
- If $w_0>pq$, the same estimates with reversed inequalities make the first product positive for $p\le q$ and the second for $q\le p$.

So away from $w_0=pq$ the smaller focal sum lies strictly below $R(p,q)$. At $w_0=pq$ both products vanish and both focal sums equal $R(p,q)$. The optimum is $w_0=\sqrt{ab}$, with value $2(\sqrt a+\sqrt b)/\sqrt{a+b}$.

**Numbers.** Take $a=1$, $b=4$, so $w_0=2$. The pole $w=i$ goes to $t=(-3+4i)/5$, at distances $4/\sqrt5$ and $2/\sqrt5$ from $1$ and $-1$. The sum is $6/\sqrt5\approx2.683$, and the other atom gives $12/\sqrt{20}$, the same number. With $w_0=1$ the first focal sum rises to $2\sqrt2\approx2.828$, but the second falls to $10/\sqrt{17}\approx2.425$.

**Limits.** For $a=b$ the pair result reduces to the single-pole one. For $w_0\to0$ or $w_0\to\infty$ the focal sum tends to $2$: the pole runs into an end point of the interval.

## The maps and the focal sum in Lean

```lean
import Mathlib

open MeasureTheory Set

namespace DispersionQuadrature

noncomputable section
```

The substitution is a real function, because the integration variable $w$ is real.

```lean
/-- The frequency `w0 (1 + t) / (1 - t)` assigned to the quadrature variable `t ≠ 1`,
with frequency scale `w0`. -/
def freq (w0 t : ℝ) : ℝ := w0 * (1 + t) / (1 - t)
```

Its inverse is defined on complex frequencies, where the poles are.

```lean
/-- The point `t = (w - w0) / (w + w0)` of the complex quadrature plane that belongs to the
complex frequency `w ≠ -w0`. -/
def node (w0 : ℝ) (w : ℂ) : ℂ := (w - w0) / (w + w0)

/-- The sum of the distances from `t` to the end points `1` and `-1` of the quadrature interval;
it is constant on each ellipse with these foci. -/
def focalSum (t : ℂ) : ℝ := ‖t - 1‖ + ‖t + 1‖
```

## Change of variables

The quotient rule gives the Jacobian.

```lean
/-- The Jacobian of the frequency map at `t ≠ 1` is `2 w0 / (1 - t)^2`. -/
theorem hasDerivAt_freq (w0 : ℝ) {t : ℝ} (ht : t ≠ 1) :
    HasDerivAt (freq w0) (2 * w0 / (1 - t) ^ 2) t := by
  have h1 : HasDerivAt (fun s : ℝ => w0 * (1 + s)) w0 t :=
    (((hasDerivAt_id t).const_add 1).const_mul w0).congr_deriv (mul_one w0)
  have h2 : HasDerivAt (fun s : ℝ => 1 - s) (-1) t := (hasDerivAt_id t).const_sub 1
  refine (h1.fun_div h2 (sub_ne_zero.2 ht.symm)).congr_deriv ?_
  congr 1
  ring
```

The image of $(-1,1)$, written `Ioo (-1) 1`, is the set `Ioi 0` of positive frequencies. For the harder inclusion, the proof supplies $(w-w_0)/(w+w_0)$ as the preimage.

```lean
/-- For a positive scale, the frequency map carries the interval `(-1, 1)` onto all positive
frequencies. -/
theorem freq_image {w0 : ℝ} (hw0 : 0 < w0) : freq w0 '' Ioo (-1) 1 = Ioi 0 := by
  ext w
  constructor
  · rintro ⟨t, ⟨h1, h2⟩, rfl⟩
    show 0 < w0 * (1 + t) / (1 - t)
    exact div_pos (mul_pos hw0 (by linarith)) (by linarith)
  · intro hw
    have hw' : 0 < w := hw
    have hs : 0 < w + w0 := by linarith
    have ht : (w - w0) / (w + w0) * (w + w0) = w - w0 := div_mul_cancel₀ _ hs.ne'
    have hlt : (w - w0) / (w + w0) < 1 := by
      rw [div_lt_one hs]
      linarith
    refine ⟨(w - w0) / (w + w0), ⟨?_, hlt⟩, ?_⟩
    · rw [lt_div_iff₀ hs]
      linarith
    · rw [freq, div_eq_iff (sub_pos.2 hlt).ne']
      linear_combination ht
```

The next theorem takes any real-valued `f` integrable on $w>0$, and states both that the transformed integrand is integrable and that the integrals agree. Mathlib's change-of-variables theorems need the derivative `hd` and injectivity `hinj`; `key` removes the absolute value from the Jacobian, which is nonnegative.

```lean
/-- For `w0 > 0` and `f` integrable over positive frequencies, the transformed integrand is
integrable on `(-1, 1)` and has the same integral as `f`. -/
theorem integral_transform {w0 : ℝ} (hw0 : 0 < w0) {f : ℝ → ℝ} (hf : IntegrableOn f (Ioi 0)) :
    IntegrableOn (fun t => f (freq w0 t) * (2 * w0 / (1 - t) ^ 2)) (Ioo (-1) 1) ∧
      ∫ w in Ioi 0, f w = ∫ t in Ioo (-1) 1, f (freq w0 t) * (2 * w0 / (1 - t) ^ 2) := by
  have hd : ∀ t ∈ Ioo (-1 : ℝ) 1,
      HasDerivWithinAt (freq w0) (2 * w0 / (1 - t) ^ 2) (Ioo (-1) 1) t :=
    fun t ht => (hasDerivAt_freq w0 ht.2.ne).hasDerivWithinAt
  have hinj : InjOn (freq w0) (Ioo (-1) 1) := by
    intro t ht s hs h
    rw [freq, freq, div_eq_div_iff (sub_pos.2 ht.2).ne' (sub_pos.2 hs.2).ne'] at h
    have h0 : w0 * (t - s) = 0 := by linear_combination h / 2
    exact sub_eq_zero.1 ((mul_eq_zero.1 h0).resolve_left hw0.ne')
  have key : ∀ t : ℝ, |2 * w0 / (1 - t) ^ 2| • f (freq w0 t)
      = f (freq w0 t) * (2 * w0 / (1 - t) ^ 2) := by
    intro t
    rw [abs_of_nonneg (by positivity), smul_eq_mul, mul_comm]
  -- change of variables, for integrability and for the value
  have hi := (integrableOn_image_iff_integrableOn_abs_deriv_smul measurableSet_Ioo hd hinj f).1
    (by rwa [freq_image hw0])
  have he := integral_image_eq_integral_abs_deriv_smul measurableSet_Ioo hd hinj f
  simp only [key] at hi he
  rw [freq_image hw0] at he
  exact ⟨hi, he⟩
```

## Where a pole goes

First, `node` is confirmed as a right inverse of the substitution, extended to complex arguments.

```lean
/-- For `w0 > 0` and a complex frequency `w ≠ -w0`, the frequency map evaluated at `node w0 w`
returns `w`. -/
theorem freq_node {w0 : ℝ} (hw0 : 0 < w0) {w : ℂ} (hw : w ≠ -w0) :
    (w0 : ℂ) * (1 + node w0 w) / (1 - node w0 w) = w := by
  have hs : w + w0 ≠ 0 := fun h => hw (eq_neg_of_add_eq_zero_left h)
  have ht : node w0 w * (w + w0) = w - w0 := div_mul_cancel₀ _ hs
  have h1 : 1 - node w0 w ≠ 0 := by
    intro h
    have h' : (2 : ℂ) * w0 = 0 := by linear_combination (w + w0) * h + ht
    exact mul_ne_zero two_ne_zero (Complex.ofReal_ne_zero.2 hw0.ne') h'
  rw [div_eq_iff h1]
  linear_combination ht
```

The theorem on poles concerns the number `w` alone; no function `f` is attached to it. The proof factors the equation as $(w-ia)(w+ia)=0$ and reads off that the real part is zero and the squared imaginary part is $a^2$. The norms of $w\pm w_0$ follow, and `e1` and `e2` are the formulas for $t\mp1$ above.

```lean
/-- For `a, w0 > 0`, each root `w` of `w^2 + a^2 = 0` is mapped to the unit circle, at a focal sum
`2 (a + w0) / √(a^2 + w0^2)`. -/
theorem focalSum_pole {a w0 : ℝ} (ha : 0 < a) (hw0 : 0 < w0) {w : ℂ}
    (hw : w ^ 2 + (a : ℂ) ^ 2 = 0) :
    ‖node w0 w‖ = 1 ∧ focalSum (node w0 w) = 2 * (a + w0) / √(a ^ 2 + w0 ^ 2) := by
  -- the pole is purely imaginary
  have hf : (w - a * Complex.I) * (w + a * Complex.I) = 0 := by
    linear_combination hw - (a : ℂ) ^ 2 * Complex.I_sq
  have hri : w.re = 0 ∧ w.im ^ 2 = a ^ 2 := by
    rcases mul_eq_zero.1 hf with h | h
    · rw [sub_eq_zero.1 h]
      simp
    · rw [eq_neg_of_add_eq_zero_left h]
      simp
  obtain ⟨hre, him⟩ := hri
  have hp : ‖w + w0‖ ^ 2 = a ^ 2 + w0 ^ 2 := by
    rw [Complex.sq_norm, Complex.normSq_apply]
    simp only [Complex.add_re, Complex.add_im, Complex.ofReal_re, Complex.ofReal_im, hre]
    linear_combination him
  have hm : ‖w - w0‖ ^ 2 = a ^ 2 + w0 ^ 2 := by
    rw [Complex.sq_norm, Complex.normSq_apply]
    simp only [Complex.sub_re, Complex.sub_im, Complex.ofReal_re, Complex.ofReal_im, hre]
    linear_combination him
  have hwa : ‖w‖ = a := by
    have h : ‖w‖ ^ 2 = a ^ 2 := by
      rw [Complex.sq_norm, Complex.normSq_apply, hre]
      linear_combination him
    rw [← Real.sqrt_sq (norm_nonneg w), h, Real.sqrt_sq ha.le]
  have hS : 0 < √(a ^ 2 + w0 ^ 2) := Real.sqrt_pos.2 (by positivity)
  have hp' : ‖w + w0‖ = √(a ^ 2 + w0 ^ 2) := by
    rw [← hp, Real.sqrt_sq (norm_nonneg _)]
  have hm' : ‖w - w0‖ = √(a ^ 2 + w0 ^ 2) := by
    rw [← hm, Real.sqrt_sq (norm_nonneg _)]
  have hne : w + w0 ≠ 0 := norm_pos_iff.1 (by rw [hp']; exact hS)
  have e1 : node w0 w - 1 = -(2 * (w0 : ℂ)) / (w + w0) := by
    rw [node, eq_div_iff hne, sub_mul, div_mul_cancel₀ _ hne]
    ring
  have e2 : node w0 w + 1 = 2 * w / (w + w0) := by
    rw [node, eq_div_iff hne, add_mul, div_mul_cancel₀ _ hne]
    ring
  have n1 : ‖-(2 * (w0 : ℂ))‖ = 2 * w0 := by
    rw [norm_neg, norm_mul, Complex.norm_real, Real.norm_of_nonneg hw0.le]
    norm_num
  have n2 : ‖2 * w‖ = 2 * a := by
    rw [norm_mul, hwa]
    norm_num
  constructor
  · rw [node, norm_div, hm', hp', div_self hS.ne']
  · rw [focalSum, e1, e2, norm_div, norm_div, n1, n2, hp']
    ring
```

## Optimal scales

Comparing two values of $R$ amounts to comparing their squares, after which the denominators are cleared.

```lean
/-- For positive `x, y, u, v`, the ratio `2 (x + y) / √(x^2 + y^2)` is smaller than
`2 (u + v) / √(u^2 + v^2)` exactly when `x y (u^2 + v^2) < u v (x^2 + y^2)`. -/
theorem ratio_lt_iff {x y u v : ℝ} (hx : 0 < x) (hy : 0 < y) (hu : 0 < u) (hv : 0 < v) :
    2 * (x + y) / √(x ^ 2 + y ^ 2) < 2 * (u + v) / √(u ^ 2 + v ^ 2) ↔
      x * y * (u ^ 2 + v ^ 2) < u * v * (x ^ 2 + y ^ 2) := by
  rw [← sq_lt_sq₀ (by positivity) (by positivity), div_pow, div_pow,
    Real.sq_sqrt (by positivity), Real.sq_sqrt (by positivity),
    div_lt_div_iff₀ (by positivity) (by positivity)]
  constructor <;> intro h <;> nlinarith
```

For one pole, `e` writes $2\sqrt2$ as $R(1,1)$, and the comparison reduces to the sign of $(a-w_0)^2$.

```lean
/-- For `a, w0 > 0`, the focal sum of a mapped root of `w^2 + a^2 = 0` is at most `2 √2`, and this
value is reached exactly when the scale `w0` equals `a`. -/
theorem optimal_scale {a w0 : ℝ} (ha : 0 < a) (hw0 : 0 < w0) {w : ℂ}
    (hw : w ^ 2 + (a : ℂ) ^ 2 = 0) :
    focalSum (node w0 w) ≤ 2 * √2 ∧ (focalSum (node w0 w) = 2 * √2 ↔ w0 = a) := by
  have e : 2 * √2 = 2 * ((1 : ℝ) + 1) / √((1 : ℝ) ^ 2 + (1 : ℝ) ^ 2) := by
    rw [show (1 : ℝ) ^ 2 + (1 : ℝ) ^ 2 = 2 by norm_num, eq_div_iff (by positivity)]
    nlinarith [Real.sq_sqrt (show (0 : ℝ) ≤ 2 by norm_num)]
  rw [(focalSum_pole ha hw0 hw).2, e]
  have hle := not_lt.1 fun h => by
    have h' := (ratio_lt_iff one_pos one_pos ha hw0).1 h
    nlinarith [sq_nonneg (a - w0)]
  refine ⟨hle, fun h => by_contra fun k => ?_, fun h => le_antisymm hle (not_lt.1 fun k => ?_)⟩
  · refine ((ratio_lt_iff ha hw0 one_pos one_pos).2 ?_).ne h
    have := sq_pos_of_ne_zero (sub_ne_zero.2 k)
    nlinarith
  · have k' := (ratio_lt_iff ha hw0 one_pos one_pos).1 k
    rw [h] at k'
    nlinarith
```

For two atoms, `w` and `v` are poles belonging to `a` and `b`, and `min` selects the smaller focal sum. The proof introduces $p$ and $q$ as square roots. In `hlt` the four cases are those listed above: `h3` fixes the sign of the second factor, and the last `nlinarith` uses the positive product. At $w_0=pq$, `hge` and `hle` give the two inequalities that make up equality.

```lean
/-- For two atoms with poles at `w^2 = -a^2` and `v^2 = -b^2`, where `a, b, w0 > 0`, the smaller
focal sum is at most `2 (√a + √b) / √(a + b)`, reached exactly when `w0` is the geometric mean
of `a` and `b`. -/
theorem optimal_scale_pair {a b w0 : ℝ} (ha : 0 < a) (hb : 0 < b) (hw0 : 0 < w0) {w v : ℂ}
    (hw : w ^ 2 + (a : ℂ) ^ 2 = 0) (hv : v ^ 2 + (b : ℂ) ^ 2 = 0) :
    min (focalSum (node w0 w)) (focalSum (node w0 v)) ≤ 2 * (√a + √b) / √(a + b) ∧
      (min (focalSum (node w0 w)) (focalSum (node w0 v)) = 2 * (√a + √b) / √(a + b) ↔
        w0 = √(a * b)) := by
  rw [(focalSum_pole ha hw0 hw).2, (focalSum_pole hb hw0 hv).2]
  clear hw hv
  obtain ⟨p, hp, rfl⟩ : ∃ p : ℝ, 0 < p ∧ p ^ 2 = a :=
    ⟨√a, Real.sqrt_pos.2 ha, Real.sq_sqrt ha.le⟩
  obtain ⟨q, hq, rfl⟩ : ∃ q : ℝ, 0 < q ∧ q ^ 2 = b :=
    ⟨√b, Real.sqrt_pos.2 hb, Real.sq_sqrt hb.le⟩
  have hpq : √(p ^ 2 * q ^ 2) = p * q := by
    rw [← mul_pow, Real.sqrt_sq (by positivity)]
  rw [hpq, Real.sqrt_sq hp.le, Real.sqrt_sq hq.le]
  -- away from the geometric mean the smaller focal sum is strictly below the bound
  have hlt : w0 ≠ p * q → min (2 * (p ^ 2 + w0) / √((p ^ 2) ^ 2 + w0 ^ 2))
      (2 * (q ^ 2 + w0) / √((q ^ 2) ^ 2 + w0 ^ 2)) < 2 * (p + q) / √(p ^ 2 + q ^ 2) := by
    intro hne
    rw [min_lt_iff, ratio_lt_iff ha hw0 hp hq, ratio_lt_iff hb hw0 hp hq]
    rcases lt_or_gt_of_ne hne with h | h <;> rcases le_total p q with k | k
    · right
      have h1 := mul_pos hp (sub_pos.2 h)
      have h2 := mul_le_mul_of_nonneg_left (pow_le_pow_left₀ hp.le k 2) hq.le
      have h3 : p * w0 < q ^ 3 := by nlinarith
      nlinarith [mul_pos hq (mul_pos (sub_pos.2 h) (sub_pos.2 h3))]
    · left
      have h1 := mul_pos hq (sub_pos.2 h)
      have h2 := mul_le_mul_of_nonneg_left (pow_le_pow_left₀ hq.le k 2) hp.le
      have h3 : q * w0 < p ^ 3 := by nlinarith
      nlinarith [mul_pos hp (mul_pos (sub_pos.2 h) (sub_pos.2 h3))]
    · left
      have h1 := mul_pos hq (sub_pos.2 h)
      have h2 := mul_le_mul_of_nonneg_left (pow_le_pow_left₀ hp.le k 2) hp.le
      have h3 : p ^ 3 < q * w0 := by nlinarith
      nlinarith [mul_pos hp (mul_pos (sub_pos.2 h) (sub_pos.2 h3))]
    · right
      have h1 := mul_pos hp (sub_pos.2 h)
      have h2 := mul_le_mul_of_nonneg_left (pow_le_pow_left₀ hq.le k 2) hq.le
      have h3 : q ^ 3 < p * w0 := by nlinarith
      nlinarith [mul_pos hq (mul_pos (sub_pos.2 h) (sub_pos.2 h3))]
  -- at the geometric mean neither focal sum is below the bound
  have hge : w0 = p * q → 2 * (p + q) / √(p ^ 2 + q ^ 2) ≤
      min (2 * (p ^ 2 + w0) / √((p ^ 2) ^ 2 + w0 ^ 2))
        (2 * (q ^ 2 + w0) / √((q ^ 2) ^ 2 + w0 ^ 2)) := by
    intro h
    refine le_min (not_lt.1 fun k => ?_) (not_lt.1 fun k => ?_)
    · have k' := (ratio_lt_iff ha hw0 hp hq).1 k
      rw [h] at k'
      nlinarith
    · have k' := (ratio_lt_iff hb hw0 hp hq).1 k
      rw [h] at k'
      nlinarith
  have hle : w0 = p * q → min (2 * (p ^ 2 + w0) / √((p ^ 2) ^ 2 + w0 ^ 2))
      (2 * (q ^ 2 + w0) / √((q ^ 2) ^ 2 + w0 ^ 2)) ≤ 2 * (p + q) / √(p ^ 2 + q ^ 2) := by
    intro h
    refine (min_le_left _ _).trans (not_lt.1 fun k => ?_)
    have k' := (ratio_lt_iff hp hq ha hw0).1 k
    rw [h] at k'
    nlinarith
  refine ⟨?_, fun h => by_contra fun k => (hlt k).ne h, fun h => le_antisymm (hle h) (hge h)⟩
  rcases eq_or_ne w0 (p * q) with h | h
  · exact hle h
  · exact (hlt h).le

end

end DispersionQuadrature
```

The optimum refers to one excitation frequency per atom; a polarizability with several oscillators has further poles, and the best scale may then differ.

```lean
#print axioms DispersionQuadrature.integral_transform
#print axioms DispersionQuadrature.freq_node
#print axioms DispersionQuadrature.optimal_scale
#print axioms DispersionQuadrature.optimal_scale_pair
```

```
'DispersionQuadrature.integral_transform' depends on axioms: [propext, Classical.choice, Quot.sound]
'DispersionQuadrature.freq_node' depends on axioms: [propext, Classical.choice, Quot.sound]
'DispersionQuadrature.optimal_scale' depends on axioms: [propext, Classical.choice, Quot.sound]
'DispersionQuadrature.optimal_scale_pair' depends on axioms: [propext, Classical.choice, Quot.sound]
```
